# The T1 Hückel block of C60 with equal bonds: three levels in terms of the golden ratio

Q: My Hückel calculation for C60 diagonalises a $60\times60$ matrix, and the next step is to put an added electron into the lowest empty level. The output places it at $\alpha-0.139\,\beta$, with $\alpha$ the on-site energy and $\beta<0$ the resonance integral. You claim that this number comes from a $3\times3$ matrix. Where do the 60 atoms go?

A: Into symmetry. The 60 proper rotations of the icosahedron carry one chosen atom to each of the 60 atoms exactly once, so a rotation $g$ can label an atom. Let $R$ be the rotation by $2\pi/5$ about a unit vector $n$ through the centre of the pentagon that contains the chosen atom, and $S$ the half-turn about a unit vector $m$ through the midpoint of that atom's third bond, the one shared by two hexagons. Atom $g$ then has the neighbours $gR$ and $gR^T$ in its pentagon and $gS$ across the shared bond. With energies written as $\alpha+\beta x$, the Hückel equation for amplitudes $\psi$ is

$$\psi(gR)+\psi(gR^T)+\psi(gS)=x\,\psi(g).$$

Try $\psi(g)=u\cdot(gv)$ with fixed vectors $u,v$. The left side becomes $u\cdot g(R+R^T+S)v$, so it is enough that $v$ is an eigenvector of $R+R^T+S$. This is the block for the vector representation T1.

```lean
import Mathlib

open Matrix

namespace BuckminsterfullereneT1

noncomputable section
```

Q: And the golden ratio?

A: It enters through the five-fold angle. The file writes $\varphi=(1+\sqrt5)/2$ as `phi`.

```lean
/-- The golden ratio. -/
def phi : ℝ := (1 + √5) / 2
```

Q: How are the rotations represented? I would distrust a matrix typed in to give the right answer.

A: They come from the Rodrigues formula,

$$R=\cos\theta\,I+(1-\cos\theta)\,nn^T+\sin\theta\,K,\qquad Kv=n\times v.$$

Components are numbered 0, 1, 2, and `vecMulVec n n` is $nn^T$.

```lean
/-- The matrix of the cross product `v ↦ n × v`. -/
def crossMatrix (n : Fin 3 → ℝ) : Matrix (Fin 3) (Fin 3) ℝ :=
  !![0, -n 2, n 1; n 2, 0, -n 0; -n 1, n 0, 0]

/-- The Rodrigues formula for the rotation by the angle `θ` about the unit vector `n`. -/
def rot (n : Fin 3 → ℝ) (θ : ℝ) : Matrix (Fin 3) (Fin 3) ℝ :=
  Real.cos θ • 1 + (1 - Real.cos θ) • vecMulVec n n + Real.sin θ • crossMatrix n
```

The hopping operator and the block are then defined by the three bonds, so the matrix is derived from them.

```lean
/-- The Hückel hopping operator, in units of the resonance integral, on amplitudes labelled by
matrices `g`: two bonds come from the five-fold rotation about `n` and its transpose,
one from the half-turn about `m`. -/
def hopping (n m : Fin 3 → ℝ) (ψ : Matrix (Fin 3) (Fin 3) ℝ → ℝ)
    (g : Matrix (Fin 3) (Fin 3) ℝ) : ℝ :=
  ψ (g * rot n (2 * Real.pi / 5)) + ψ (g * (rot n (2 * Real.pi / 5))ᵀ) + ψ (g * rot m Real.pi)

/-- The T1 Hückel block: the sum of the three bond rotations in the vector representation. -/
def block (n m : Fin 3 → ℝ) : Matrix (Fin 3) (Fin 3) ℝ :=
  rot n (2 * Real.pi / 5) + (rot n (2 * Real.pi / 5))ᵀ + rot m Real.pi
```

Q: `hopping` acts on functions of every real $3\times3$ matrix. My molecule has 60 atoms.

A: That is the step left to you: products of $R$ and $S$ must close on exactly 60 matrices, one for each atom. This is true of the icosahedral rotation group, and restricting $\psi$ to those matrices gives the molecular equation. The definition also uses one resonance integral for both kinds of bond, although their lengths in real C60 differ slightly.

Q: Then show me the matrix.

A: Two facts about $\varphi$ come first. Squaring its definition gives $\varphi^2=\varphi+1$. From $\cos(\pi/5)=\varphi/2$ and the double-angle formula,

$$\cos\frac{2\pi}5=\frac{\varphi^2}2-1=\frac{\varphi-1}2.$$

In Lean, `linear_combination` closes both proofs by checking that the goal is a stated multiple of $(\sqrt5)^2=5$.

```lean
/-- The golden ratio satisfies `φ² = φ + 1`. -/
theorem phi_sq : phi ^ 2 = phi + 1 := by
  have h5 : √5 ^ 2 = (5 : ℝ) := Real.sq_sqrt (by norm_num)
  unfold phi
  linear_combination h5 / 4

/-- The cosine of the five-fold rotation angle is `(φ - 1) / 2`. -/
theorem cos_fivefold : Real.cos (2 * Real.pi / 5) = (phi - 1) / 2 := by
  have h5 : √5 ^ 2 = (5 : ℝ) := Real.sq_sqrt (by norm_num)
  have ha : 2 * Real.pi / 5 = 2 * (Real.pi / 5) := by ring
  rw [ha, Real.cos_two_mul, Real.cos_pi_div_five]
  unfold phi
  linear_combination h5 / 8
```

Now add the bonds. $K$ is antisymmetric, so it cancels in $R+R^T=(\varphi-1)I+(3-\varphi)nn^T$. The half-turn is $S=-I+2mm^T$. Hence

$$R+R^T+S=(\varphi-2)I+(3-\varphi)nn^T+2mm^T.$$

The lemma proves the antisymmetry as `hK`, substitutes the two cosines and $\sin\pi=0$, and lets `module` collect coefficients.

```lean
/-- The T1 block is a multiple of the identity plus one projector-like term for each axis. -/
theorem block_eq (n m : Fin 3 → ℝ) :
    block n m = (phi - 2) • (1 : Matrix (Fin 3) (Fin 3) ℝ)
      + (3 - phi) • vecMulVec n n + (2 : ℝ) • vecMulVec m m := by
  -- the antisymmetric parts of a rotation and its transpose cancel
  have hK : (crossMatrix n)ᵀ = -crossMatrix n := by
    ext i j
    fin_cases i <;> fin_cases j <;> simp [crossMatrix]
  simp only [block, rot, cos_fivefold, Real.cos_pi, Real.sin_pi, transpose_add,
    transpose_smul, transpose_one, transpose_vecMulVec, hK]
  module
```

Q: Your main theorem assumes $\langle n,m\rangle^2=(5+\sqrt5)/10$. That looks like a fitted number.

A: It encodes the hexagons. Walking round a hexagon alternates the two kinds of bond, so six steps return to the start when $(RS)^3=I$. $RS$ must therefore be a three-fold rotation, with trace $1+2\cos(2\pi/3)=0$. Write $q=\langle n,m\rangle^2$ and $c=\cos(2\pi/5)$. Then

$$\operatorname{tr}(RS)=2\,m^TRm-\operatorname{tr}R=2\bigl(c+(1-c)q\bigr)-(1+2c)=(3-\varphi)q-1,$$

which vanishes exactly when $q=1/(3-\varphi)=(5+\sqrt5)/10$. The theorem states this equivalence for unit axes. Its `key` computes the trace entry by entry for any angle, and the two directions are then linear algebra in $q$.

```lean
/-- For unit axes, the five-fold rotation times the half-turn has trace zero, as a three-fold
rotation has, exactly when the squared cosine between the axes is `(5 + √5) / 10`. -/
theorem trace_eq_zero_iff (n m : Fin 3 → ℝ) (hn : n ⬝ᵥ n = 1) (hm : m ⬝ᵥ m = 1) :
    (rot n (2 * Real.pi / 5) * rot m Real.pi).trace = 0 ↔
      (n ⬝ᵥ m) ^ 2 = (5 + √5) / 10 := by
  have h5 : √5 ^ 2 = (5 : ℝ) := Real.sq_sqrt (by norm_num)
  have key : ∀ θ : ℝ, (rot n θ * rot m Real.pi).trace =
      -(3 * Real.cos θ + (1 - Real.cos θ) * (n ⬝ᵥ n))
        + 2 * (Real.cos θ * (m ⬝ᵥ m) + (1 - Real.cos θ) * (n ⬝ᵥ m) ^ 2) := by
    intro θ
    simp [rot, crossMatrix, Matrix.trace, Matrix.mul_apply, Fin.sum_univ_three,
      vecMulVec_apply, dotProduct, Matrix.one_apply]
    ring
  rw [key, hn, hm, cos_fivefold]
  unfold phi
  constructor
  · intro h
    linear_combination (5 + √5) / 10 * h + (n ⬝ᵥ m) ^ 2 / 20 * h5
  · intro h
    linear_combination (5 - √5) / 2 * h - h5 / 20
```

Q: Now the determinant.

A: Put $a=\varphi-2$, $b=3-\varphi$ and $y=x-a$. The vector $n\times m$ is perpendicular to both axes, so it is an eigenvector of the block with eigenvalue $a$. In the plane of $n$ and $m$, the operator $b\,nn^T+2mm^T$ sends

$$n\mapsto bn+2\langle n,m\rangle m,\qquad m\mapsto b\langle n,m\rangle n+2m.$$

Its trace there is $b+2=5-\varphi$. Its determinant is $2b(1-q)=2b-2=4-2\varphi$, because $bq=1$. The secular determinant is therefore

$$y\,\bigl[y^2-(5-\varphi)y+4-2\varphi\bigr].$$

Insert $y=x+2-\varphi$ in the bracket. The coefficient of $x$ is $2(2-\varphi)-(5-\varphi)=-(1+\varphi)=-\varphi^2$. The constant is $(2-\varphi)\bigl[(2-\varphi)-(5-\varphi)+2\bigr]=\varphi-2$. So

$$\det(xI-R-R^T-S)=(x-\varphi+2)(x^2-\varphi^2x+\varphi-2).$$

Lean's `key` is the same two-axis identity with arbitrary coefficients, obtained by expanding the $3\times3$ determinant instead of choosing a basis. The last line reduces powers of $\varphi$ with `phi_sq`.

```lean
/-- The secular determinant of the T1 block, for unit axes with squared cosine
`(5 + √5) / 10`. -/
theorem block_det (n m : Fin 3 → ℝ) (hn : n ⬝ᵥ n = 1) (hm : m ⬝ᵥ m = 1)
    (h : (n ⬝ᵥ m) ^ 2 = (5 + √5) / 10) (x : ℝ) :
    (x • (1 : Matrix (Fin 3) (Fin 3) ℝ) - block n m).det =
      (x - (phi - 2)) * (x ^ 2 - phi ^ 2 * x + (phi - 2)) := by
  -- the determinant for the identity plus two axis terms with any coefficients
  have key : ∀ a b c : ℝ, (x • (1 : Matrix (Fin 3) (Fin 3) ℝ)
      - (a • (1 : Matrix (Fin 3) (Fin 3) ℝ) + b • vecMulVec n n + c • vecMulVec m m)).det =
      (x - a) * ((x - a) ^ 2 - (x - a) * (b * (n ⬝ᵥ n) + c * (m ⬝ᵥ m))
        + b * c * ((n ⬝ᵥ n) * (m ⬝ᵥ m) - (n ⬝ᵥ m) ^ 2)) := by
    intro a b c
    simp [Matrix.det_fin_three, vecMulVec_apply, dotProduct, Fin.sum_univ_three]
    ring
  have h' : (n ⬝ᵥ m) ^ 2 = (2 + phi) / 5 := by
    rw [h]
    unfold phi
    ring
  rw [block_eq, key, hn, hm, h']
  linear_combination (x - (phi - 2)) * (x + 2 / 5) * phi_sq
```

Q: Is there a limit in which I can check the two-axis formula without C60?

A: Let the axes coincide, so $q=1$. The bracket becomes $y^2-(5-\varphi)y$, and the levels are $x=3$ once and $x=\varphi-2$ twice. Directly, all three rotations fix the common axis, which gives $1+1+1=3$, and perpendicular to it one gets $2\cos(2\pi/5)-1=\varphi-2$. The bonds now describe a pentagonal prism of ten atoms, and these are indeed levels of the prism.

Q: A determinant at each real $x$ is not yet a characteristic polynomial.

A: In Lean `charpoly` is a polynomial in a formal variable `X`, with `C` marking constants. Two real polynomials that agree at every real number are equal, which is what `Polynomial.funext` supplies, so the determinant formula carries over.

```lean
open Polynomial in
/-- For unit axes with squared cosine `(5 + √5) / 10`, the T1 Hückel block has characteristic
polynomial `(x - φ + 2)(x² - φ² x + φ - 2)`. -/
theorem block_charpoly (n m : Fin 3 → ℝ) (hn : n ⬝ᵥ n = 1) (hm : m ⬝ᵥ m = 1)
    (h : (n ⬝ᵥ m) ^ 2 = (5 + √5) / 10) :
    (block n m).charpoly =
      (X - C (phi - 2)) * (X ^ 2 - C (phi ^ 2) * X + C (phi - 2)) := by
  -- two real polynomials with equal values everywhere are equal
  refine Polynomial.funext fun x => ?_
  have hs : Matrix.scalar (Fin 3) x = x • (1 : Matrix (Fin 3) (Fin 3) ℝ) := by
    ext i j
    simp [Matrix.scalar_apply, Matrix.diagonal_apply, Matrix.one_apply]
  rw [Matrix.eval_charpoly, hs, block_det n m hn hm h]
  simp only [eval_mul, eval_sub, eval_add, eval_pow, eval_X, eval_C]
```

Q: And its roots are all the levels of the block?

A: Yes. A nonzero $v$ with $(R+R^T+S)v=xv$ exists exactly when the determinant vanishes. The discriminant of the quadratic factor is

$$\varphi^4-4(\varphi-2)=(\varphi+1)^2-4\varphi+8=\varphi^2-2\varphi+9=10-\varphi,$$

so the eigenvalues are $\varphi-2$ and $\bigl(\varphi^2\pm\sqrt{10-\varphi}\bigr)/2$. In the proof, `h1` is the determinant criterion and `hf` factors the quadratic.

```lean
/-- For unit axes with squared cosine `(5 + √5) / 10`, the eigenvalues of the T1 block are
exactly `φ - 2` and `(φ² ± √(10 - φ)) / 2`. -/
theorem block_levels (n m : Fin 3 → ℝ) (hn : n ⬝ᵥ n = 1) (hm : m ⬝ᵥ m = 1)
    (h : (n ⬝ᵥ m) ^ 2 = (5 + √5) / 10) (x : ℝ) :
    (∃ v : Fin 3 → ℝ, v ≠ 0 ∧ block n m *ᵥ v = x • v) ↔
      x = phi - 2 ∨ x = (phi ^ 2 + √(10 - phi)) / 2 ∨ x = (phi ^ 2 - √(10 - phi)) / 2 := by
  have h1 : (∃ v : Fin 3 → ℝ, v ≠ 0 ∧ block n m *ᵥ v = x • v) ↔
      (x • (1 : Matrix (Fin 3) (Fin 3) ℝ) - block n m).det = 0 := by
    rw [← Matrix.exists_mulVec_eq_zero_iff]
    refine exists_congr fun v => and_congr_right fun _ => ?_
    rw [Matrix.sub_mulVec, Matrix.smul_mulVec, Matrix.one_mulVec, sub_eq_zero]
    exact eq_comm
  have hs : √(10 - phi) ^ 2 = 10 - phi :=
    Real.sq_sqrt (by nlinarith [phi_sq, sq_nonneg (phi - 10)])
  -- factor the quadratic part
  have hf : x ^ 2 - phi ^ 2 * x + (phi - 2) =
      (x - (phi ^ 2 + √(10 - phi)) / 2) * (x - (phi ^ 2 - √(10 - phi)) / 2) := by
    linear_combination hs / 4 - (phi ^ 2 + phi + 2) / 4 * phi_sq
  rw [h1, block_det n m hn hm h, hf, mul_eq_zero, mul_eq_zero, sub_eq_zero, sub_eq_zero,
    sub_eq_zero]
```

Q: Which one is my $-0.139$?

A: The one with the minus sign. The next theorem brackets $\sqrt5$ and $\sqrt{10-\varphi}$ by decimals, comparing squares, and concludes that this root lies between $-0.139$ and $-0.138$.

```lean
/-- The level `(φ² - √(10 - φ)) / 2` lies between `-0.139` and `-0.138`. -/
theorem lumo_bounds : -0.139 < (phi ^ 2 - √(10 - phi)) / 2 ∧
    (phi ^ 2 - √(10 - phi)) / 2 < -0.138 := by
  have l5 : (2.236 : ℝ) < √5 := Real.lt_sqrt_of_sq_lt (by norm_num)
  have u5 : √5 < (2.2361 : ℝ) := (Real.sqrt_lt' (by norm_num)).2 (by norm_num)
  have hp : phi = (1 + √5) / 2 := rfl
  have l : (2.895 : ℝ) < √(10 - phi) := Real.lt_sqrt_of_sq_lt (by rw [hp]; linarith)
  have u : √(10 - phi) < (2.8953 : ℝ) :=
    (Real.sqrt_lt' (by norm_num)).2 (by rw [hp]; linarith)
  rw [phi_sq]
  constructor <;> linarith
```

Q: The theorem is called `lumo_bounds`, but I see no electrons in it.

A: The name goes further than the statement, which bounds a number. To call it the LUMO you need the levels of the other representations and the filling of 30 orbitals by 60 electrons; the highest filled level is then at $x=\varphi-1\approx0.618$. Since $\beta<0$, a smaller $x$ means a higher energy, so $-0.1386$ is the first empty level and $\varphi-2\approx-0.382$ lies above it.

This level is usually labelled t1u, where the letter u means odd under inversion. That also takes a short argument. Inversion sends atom $g$ to atom $gh$, where $h$ is the half-turn about $n\times m$. For the two quadratic roots $v$ lies in the plane of the axes, so $hv=-v$ and the orbital is odd. Filling and parity are argued here in words, not in Lean.

Q: Do the eigenvectors of the block really give molecular orbitals?

A: They solve the Hückel equation with the same $x$, for every $u$ and every matrix $g$. The proof moves $g$ past the block and distributes the product over the three bonds. No condition on the axes is used.

```lean
/-- Each eigenvector `v` of the T1 block gives, for every vector `u`, amplitudes `u · (g v)` that
solve the Hückel equation with the same eigenvalue. -/
theorem hopping_orbital (n m u v : Fin 3 → ℝ) (x : ℝ) (h : block n m *ᵥ v = x • v)
    (g : Matrix (Fin 3) (Fin 3) ℝ) :
    hopping n m (fun k => u ⬝ᵥ (k *ᵥ v)) g = x * (u ⬝ᵥ (g *ᵥ v)) := by
  have h1 : u ⬝ᵥ ((g * block n m) *ᵥ v) = x * (u ⬝ᵥ (g *ᵥ v)) := by
    rw [← Matrix.mulVec_mulVec, h, Matrix.mulVec_smul, dotProduct_smul, smul_eq_mul]
  rw [← h1]
  simp only [hopping, block, Matrix.mul_add, Matrix.add_mulVec, dotProduct_add]
```

Choosing $u=0$ gives only the zero function. On the 60 atoms, three independent choices of $u$ give the threefold degeneracy, and for unit $u$ and $v$ the normalised orbital is $u\cdot(gv)/\sqrt{20}$.

Q: Do axes with the required angle exist at all?

A: Here is an explicit pair. The proof squares the roots and adds.

```lean
/-- The axes `n = (0, √((5 - √5)/10), √((5 + √5)/10))` and `m = (0, 0, 1)` are unit vectors with
squared cosine `(5 + √5) / 10`. -/
theorem axes_witness :
    let n : Fin 3 → ℝ := ![0, √((5 - √5) / 10), √((5 + √5) / 10)]
    let m : Fin 3 → ℝ := ![0, 0, 1]
    n ⬝ᵥ n = 1 ∧ m ⬝ᵥ m = 1 ∧ (n ⬝ᵥ m) ^ 2 = (5 + √5) / 10 := by
  intro n m
  have u5 : √5 < (3 : ℝ) := (Real.sqrt_lt' (by norm_num)).2 (by norm_num)
  have ha : √((5 - √5) / 10) ^ 2 = (5 - √5) / 10 := Real.sq_sqrt (by linarith)
  have hb : √((5 + √5) / 10) ^ 2 = (5 + √5) / 10 := Real.sq_sqrt (by positivity)
  have e1 : n ⬝ᵥ n = √((5 - √5) / 10) ^ 2 + √((5 + √5) / 10) ^ 2 := by
    simp only [n, dotProduct, Fin.sum_univ_three, Matrix.cons_val]
    ring
  have e2 : m ⬝ᵥ m = 1 := by
    simp [m, dotProduct, Fin.sum_univ_three]
  have e3 : n ⬝ᵥ m = √((5 + √5) / 10) := by
    simp only [n, m, dotProduct, Fin.sum_univ_three, Matrix.cons_val]
    ring
  refine ⟨?_, e2, ?_⟩
  · rw [e1, ha, hb]
    ring
  · rw [e3, hb]

end

end BuckminsterfullereneT1
```

```lean
#print axioms BuckminsterfullereneT1.block_charpoly
#print axioms BuckminsterfullereneT1.block_levels
#print axioms BuckminsterfullereneT1.lumo_bounds
#print axioms BuckminsterfullereneT1.hopping_orbital
```

```
'BuckminsterfullereneT1.block_charpoly' depends on axioms: [propext, Classical.choice, Quot.sound]
'BuckminsterfullereneT1.block_levels' depends on axioms: [propext, Classical.choice, Quot.sound]
'BuckminsterfullereneT1.lumo_bounds' depends on axioms: [propext, Classical.choice, Quot.sound]
'BuckminsterfullereneT1.hopping_orbital' depends on axioms: [propext, Classical.choice, Quot.sound]
```

Q: Put numbers in, so that I can follow one case to the end.

A: With these axes, $n\approx(0,\,0.5257,\,0.8507)$ and $m=(0,0,1)$. The coefficients are $\varphi-2\approx-0.3820$ and $3-\varphi\approx1.3820$, and the block is

$$\begin{pmatrix}-0.3820&0&0\\0&0&0.6180\\0&0.6180&2.6180\end{pmatrix}.$$

The first level can be read off as $-0.3820$. The lower right corner gives $x^2-2.6180\,x-0.3820=0$, so

$$x\approx\frac{2.6180\pm2.8952}{2},$$

that is, $2.7566$ and $-0.1386$. For the latter, the normalised eigenvector is $v\approx(0,\,0.976,\,-0.219)$. The three levels add up to $2.236$, the trace of the block.

Q: So what may I use it for?

A: As reference values for three of the levels in a tight-binding calculation on C60, provided the model is non-interacting, with one orbital per atom, no overlap between orbitals on different atoms, equal on-site energies, and hopping only between bonded atoms, with the same resonance integral for every bond. Your $-0.139$ is the rounded value of $\bigl(\varphi^2-\sqrt{10-\varphi}\bigr)/2$.
